# The local spin density matrix is positive semidefinite exactly when $|\mathbf m| \le n$

## Question

In a noncollinear electronic-structure calculation the electron density at a point $\mathbf r$ is a $2\times2$ matrix in spin space, $\rho_{\alpha\beta}(\mathbf r) = \sum_i f_i\,\psi_{i\alpha}(\mathbf r)\,\psi_{i\beta}^*(\mathbf r)$, built from two-component orbitals with occupations $f_i \ge 0$. One usually stores it as four real numbers, the particle density $n$ and the magnetization vector $\mathbf m$, through
$$\rho = \tfrac12\,(n\,\mathbb 1 + \mathbf m\cdot\boldsymbol\sigma).$$
After mixing or interpolating densities, I would like to know which pairs $(n,\mathbf m)$ still give a positive semidefinite matrix. The claim is that $\operatorname{tr}\rho = n$, $\operatorname{tr}(\rho\sigma_k) = m_k$, $\det\rho = (n^2-|\mathbf m|^2)/4$, and that $\rho$ is positive semidefinite if and only if $|\mathbf m|\le n$. How would one state and prove this in Lean 4 with Mathlib?

## Answer

### Modelling choices

The statement is about one point of space, so $\mathbf r$ does not appear. The density `n` is an arbitrary real number and `m` lies in `EuclideanSpace ℝ (Fin 3)`, which makes `‖m‖` the Euclidean length $\sqrt{m_x^2+m_y^2+m_z^2}$. The plain function type `Fin 3 → ℝ` would carry the maximum norm, and the criterion would then be false. No sign is assumed for `n`; the inequality `‖m‖ ≤ n` contains $n\ge0$.

`pauli` lists $\sigma_x,\sigma_y,\sigma_z$ under the indices 0, 1, 2 in the basis where $\sigma_z$ is diagonal, and `spinDensity n m` is $\tfrac12(n\mathbb 1+\sum_k m_k\sigma_k)$. The magnetization has the units of a number density, with no factor $\hbar/2$ or Bohr magneton, so that $m_z = \rho_{00}-\rho_{11}$ is the difference of the spin-up and spin-down densities. The convention $m_k=\operatorname{tr}(\rho\sigma_k)$ matches the index order $\psi_\alpha\psi_\beta^*$ of the question; the opposite order transposes $\rho$ and flips the sign of $m_y$, which leaves $|\mathbf m|$ unchanged.

A test spinor is `ψ : Fin 2 → ℂ`, not normalised, and `star ψ ⬝ᵥ (A *ᵥ ψ)` is $\psi^\dagger A\psi$. `spinorDensity ψ` is $N=|\psi_0|^2+|\psi_1|^2$ and `spinVector ψ k` is $s_k=\operatorname{Re}\psi^\dagger\sigma_k\psi$. In the other direction, `charge ρ` and `magnetization ρ` read $\operatorname{Re}\operatorname{tr}\rho$ and $\operatorname{Re}\operatorname{tr}(\rho\sigma_k)$ off any complex $2\times 2$ matrix.

Mathlib's `PosSemidef` means that the matrix is Hermitian and $\psi^\dagger\rho\psi\ge0$ for all $\psi$. With `ComplexOrder` open, $0\le z$ for complex $z$ says that $z$ is real and nonnegative.

The theorems say the following, for all `n` and `m` and with no hypotheses: `isHermitian_spinDensity`, that $\rho=\rho^\dagger$; `trace_spinDensity` and `trace_spinDensity_mul_pauli`, that the traces are $n$ and $m_k$ as complex numbers; `det_spinDensity`, that the determinant is $(n^2-|\mathbf m|^2)/4$; and `posSemidef_spinDensity_iff`, the criterion. Two more take a matrix `ρ` with `h : ρ.IsHermitian`. `spinDensity_charge_magnetization` says that `ρ` is rebuilt from its own charge and magnetization, and `posSemidef_iff_of_isHermitian` says that it is positive semidefinite iff `‖magnetization ρ‖ ≤ charge ρ`.

### Derivation by hand

Adding up the Pauli matrices gives
$$\rho=\frac12\begin{pmatrix} n+m_z & m_x-i m_y\\ m_x+i m_y & n-m_z\end{pmatrix}.$$
The diagonal is real and the off-diagonal entries are complex conjugates, so $\rho$ is Hermitian. The trace is $\tfrac12(n+m_z)+\tfrac12(n-m_z)=n$. The traces against the Pauli matrices are
$$\operatorname{tr}(\rho\sigma_x)=\rho_{01}+\rho_{10}=m_x,\qquad \operatorname{tr}(\rho\sigma_y)=i(\rho_{01}-\rho_{10})=i\,(-i m_y)=m_y,\qquad \operatorname{tr}(\rho\sigma_z)=\rho_{00}-\rho_{11}=m_z .$$
The determinant is
$$\det\rho=\tfrac14\big[(n+m_z)(n-m_z)-(m_x-im_y)(m_x+im_y)\big]=\tfrac14\big[n^2-m_z^2-m_x^2-m_y^2\big]=\tfrac14\big(n^2-|\mathbf m|^2\big).$$

For a spinor $\psi$ put $z=\psi_0^*\psi_1$. Then
$$s_x=z+z^*=2\operatorname{Re}z,\qquad s_y=-i(z-z^*)=2\operatorname{Im}z,\qquad s_z=|\psi_0|^2-|\psi_1|^2 .$$
All three forms $\psi^\dagger\sigma_k\psi$ are real, and
$$|\mathbf s|^2=4|\psi_0|^2|\psi_1|^2+\big(|\psi_0|^2-|\psi_1|^2\big)^2=\big(|\psi_0|^2+|\psi_1|^2\big)^2=N^2 .$$
By linearity, $\psi^\dagger\rho\psi=\tfrac12(nN+\mathbf m\cdot\mathbf s)$.

Suppose $|\mathbf m|\le n$. Cauchy–Schwarz gives $(\mathbf m\cdot\mathbf s)^2\le|\mathbf m|^2|\mathbf s|^2=(|\mathbf m|N)^2$. Since $|\mathbf m|N\ge0$, this means $\mathbf m\cdot\mathbf s\ge-|\mathbf m|N$, and since $N\ge0$, also $-|\mathbf m|N\ge-nN$. Hence $\psi^\dagger\rho\psi\ge0$ for every $\psi$.

Conversely, suppose $\rho$ is positive semidefinite. Its eigenvalues are nonnegative, so their sum $\operatorname{tr}\rho=n$ and their product $\det\rho$ are nonnegative: $n\ge0$ and $|\mathbf m|^2\le n^2$. If $\delta=|\mathbf m|-n$ were positive, then $|\mathbf m|^2-n^2=\delta^2+2n\delta>0$, a contradiction. So $|\mathbf m|\le n$.

Finally, a Hermitian matrix has the form $\begin{pmatrix}a&b\\ b^*&d\end{pmatrix}$ with $a,d$ real. The trace formulas give $n=a+d$, $m_x=2\operatorname{Re}b$, $m_y=i(b-b^*)=-2\operatorname{Im}b$ and $m_z=a-d$. Then $(n+m_z)/2=a$, $(n-m_z)/2=d$, $(m_x-im_y)/2=b$ and $(m_x+im_y)/2=b^*$, so the matrix equals $\rho(n,\mathbf m)$ and the criterion applies to it.

### The file

```lean
import Mathlib

open Matrix
open Complex (I normSq)
open scoped ComplexOrder

namespace LocalSpinDensity

noncomputable section

/-- The Pauli matrices `σ_x, σ_y, σ_z`. -/
def pauli : Fin 3 → Matrix (Fin 2) (Fin 2) ℂ :=
  ![!![0, 1; 1, 0], !![0, -I; I, 0], !![1, 0; 0, -1]]

/-- The local spin density matrix `ρ = (n 1 + m · σ) / 2` for a particle density `n`
and a magnetization vector `m`. -/
def spinDensity (n : ℝ) (m : EuclideanSpace ℝ (Fin 3)) : Matrix (Fin 2) (Fin 2) ℂ :=
  (1 / 2 : ℂ) • ((n : ℂ) • (1 : Matrix (Fin 2) (Fin 2) ℂ) + ∑ k, ((m k : ℝ) : ℂ) • pauli k)

/-- The squared norm `|ψ₀|² + |ψ₁|²` of a two-component spinor. -/
def spinorDensity (ψ : Fin 2 → ℂ) : ℝ := normSq (ψ 0) + normSq (ψ 1)

/-- The spin vector of a spinor, with components `Re ψ† σ_k ψ`. -/
def spinVector (ψ : Fin 2 → ℂ) (k : Fin 3) : ℝ := (star ψ ⬝ᵥ (pauli k *ᵥ ψ)).re

/-- The particle density `Re tr ρ` read off from a 2×2 matrix. -/
def charge (ρ : Matrix (Fin 2) (Fin 2) ℂ) : ℝ := ρ.trace.re

/-- The magnetization vector with components `Re tr (ρ σ_k)` read off from a 2×2 matrix. -/
def magnetization (ρ : Matrix (Fin 2) (Fin 2) ℂ) : EuclideanSpace ℝ (Fin 3) :=
  WithLp.toLp 2 fun k => (ρ * pauli k).trace.re

/-- The squared length of the magnetization is the sum of its squared components. -/
theorem norm_sq_eq_sum (m : EuclideanSpace ℝ (Fin 3)) : ‖m‖ ^ 2 = ∑ k, m k ^ 2 := by
  have h : 0 ≤ ∑ k, ‖m k‖ ^ 2 := Finset.sum_nonneg fun k _ => sq_nonneg _
  rw [EuclideanSpace.norm_eq, Real.sq_sqrt h]
  simp

/-- The entries of `ρ`: `(n ± m_z)/2` on the diagonal and `(m_x ∓ i m_y)/2` off it. -/
theorem spinDensity_eq (n : ℝ) (m : EuclideanSpace ℝ (Fin 3)) :
    spinDensity n m =
      !![((n : ℂ) + ((m 2 : ℝ) : ℂ)) / 2, (((m 0 : ℝ) : ℂ) - I * ((m 1 : ℝ) : ℂ)) / 2;
         (((m 0 : ℝ) : ℂ) + I * ((m 1 : ℝ) : ℂ)) / 2, ((n : ℂ) - ((m 2 : ℝ) : ℂ)) / 2] := by
  refine Matrix.ext fun i j => ?_
  fin_cases i <;> fin_cases j <;> simp [spinDensity, pauli, Fin.sum_univ_three] <;> ring

/-- The spin density matrix is Hermitian. -/
theorem isHermitian_spinDensity (n : ℝ) (m : EuclideanSpace ℝ (Fin 3)) :
    (spinDensity n m).IsHermitian := by
  rw [spinDensity_eq]
  refine Matrix.IsHermitian.ext fun i j => ?_
  fin_cases i <;> fin_cases j <;> apply Complex.ext <;> simp

/-- The trace of `ρ` is the particle density `n`. -/
theorem trace_spinDensity (n : ℝ) (m : EuclideanSpace ℝ (Fin 3)) :
    (spinDensity n m).trace = (n : ℂ) := by
  rw [spinDensity_eq, Matrix.trace_fin_two_of]
  ring

/-- The trace of `ρ σ_k` is the magnetization component `m_k`. -/
theorem trace_spinDensity_mul_pauli (n : ℝ) (m : EuclideanSpace ℝ (Fin 3)) (k : Fin 3) :
    (spinDensity n m * pauli k).trace = ((m k : ℝ) : ℂ) := by
  have p0 : pauli 0 = !![0, 1; 1, 0] := rfl
  have p1 : pauli 1 = !![0, -I; I, 0] := rfl
  have p2 : pauli 2 = !![1, 0; 0, -1] := rfl
  have h0 : (spinDensity n m * pauli 0).trace = ((m 0 : ℝ) : ℂ) := by
    rw [spinDensity_eq, p0, Matrix.mul_fin_two, Matrix.trace_fin_two_of]
    ring
  have h1 : (spinDensity n m * pauli 1).trace = ((m 1 : ℝ) : ℂ) := by
    rw [spinDensity_eq, p1, Matrix.mul_fin_two, Matrix.trace_fin_two_of]
    linear_combination (-((m 1 : ℝ) : ℂ)) * Complex.I_mul_I
  have h2 : (spinDensity n m * pauli 2).trace = ((m 2 : ℝ) : ℂ) := by
    rw [spinDensity_eq, p2, Matrix.mul_fin_two, Matrix.trace_fin_two_of]
    ring
  fin_cases k
  exacts [h0, h1, h2]

/-- The determinant of `ρ` is `(n² - |m|²)/4`. -/
theorem det_spinDensity (n : ℝ) (m : EuclideanSpace ℝ (Fin 3)) :
    (spinDensity n m).det = (((n ^ 2 - ‖m‖ ^ 2) / 4 : ℝ) : ℂ) := by
  rw [spinDensity_eq, Matrix.det_fin_two_of, norm_sq_eq_sum m, Fin.sum_univ_three]
  push_cast
  linear_combination (((m 1 : ℝ) : ℂ) ^ 2 / 4) * Complex.I_mul_I

/-- The form `ψ† A ψ` of a 2×2 matrix written out in components. -/
theorem quadForm_fin_two (A : Matrix (Fin 2) (Fin 2) ℂ) (ψ : Fin 2 → ℂ) :
    star ψ ⬝ᵥ (A *ᵥ ψ) =
      star (ψ 0) * (A 0 0 * ψ 0 + A 0 1 * ψ 1) + star (ψ 1) * (A 1 0 * ψ 0 + A 1 1 * ψ 1) := by
  simp [dotProduct, Matrix.mulVec, Fin.sum_univ_two]

/-- The squared length of the spin vector of a spinor is `(|ψ₀|² + |ψ₁|²)²`. -/
theorem sum_spinVector_sq (ψ : Fin 2 → ℂ) :
    ∑ k, spinVector ψ k ^ 2 = spinorDensity ψ ^ 2 := by
  simp only [Fin.sum_univ_three, spinVector, quadForm_fin_two]
  simp [pauli, spinorDensity, Complex.normSq_apply]
  ring

/-- For every spinor, `ψ† ρ ψ = (n |ψ|² + m · s)/2`, where `s` is the spin vector of `ψ`. -/
theorem expectation_spinDensity (n : ℝ) (m : EuclideanSpace ℝ (Fin 3)) (ψ : Fin 2 → ℂ) :
    star ψ ⬝ᵥ (spinDensity n m *ᵥ ψ) =
      (((n * spinorDensity ψ + ∑ k, m k * spinVector ψ k) / 2 : ℝ) : ℂ) := by
  simp only [Fin.sum_univ_three, spinVector, quadForm_fin_two]
  apply Complex.ext <;>
    simp [spinDensity_eq, pauli, spinorDensity, Complex.normSq_apply] <;> ring

/-- The spin density matrix is positive semidefinite if and only if `|m| ≤ n`. -/
theorem posSemidef_spinDensity_iff (n : ℝ) (m : EuclideanSpace ℝ (Fin 3)) :
    (spinDensity n m).PosSemidef ↔ ‖m‖ ≤ n := by
  constructor
  · intro h
    -- trace and determinant are nonnegative: n ≥ 0 and |m|² ≤ n²
    have ht := h.trace_nonneg
    have hd := h.det_nonneg
    rw [trace_spinDensity] at ht
    rw [det_spinDensity] at hd
    have hn : 0 ≤ n := Complex.zero_le_real.mp ht
    have hd' : 0 ≤ (n ^ 2 - ‖m‖ ^ 2) / 4 := Complex.zero_le_real.mp hd
    by_contra hc
    have hpos : 0 < ‖m‖ - n := sub_pos.mpr (not_le.mp hc)
    nlinarith [mul_pos hpos hpos, mul_nonneg hn hpos.le]
  · intro h
    rw [Matrix.posSemidef_iff_dotProduct_mulVec]
    refine ⟨isHermitian_spinDensity n m, fun ψ => ?_⟩
    rw [expectation_spinDensity]
    apply Complex.zero_le_real.mpr
    -- Cauchy-Schwarz: (m · s)² ≤ |m|² |ψ|⁴
    have cs : (∑ k, m k * spinVector ψ k) ^ 2
        ≤ (∑ k, m k ^ 2) * ∑ k, spinVector ψ k ^ 2 :=
      Finset.sum_mul_sq_le_sq_mul_sq Finset.univ (fun k => m k) (spinVector ψ)
    rw [← norm_sq_eq_sum m, sum_spinVector_sq] at cs
    have hN : 0 ≤ spinorDensity ψ :=
      add_nonneg (Complex.normSq_nonneg _) (Complex.normSq_nonneg _)
    have hP : 0 ≤ ‖m‖ * spinorDensity ψ := mul_nonneg (norm_nonneg m) hN
    have hle : ‖m‖ * spinorDensity ψ ≤ n * spinorDensity ψ :=
      mul_le_mul_of_nonneg_right h hN
    generalize (∑ k, m k * spinVector ψ k) = D at cs ⊢
    -- hence m · s ≥ -|m| |ψ|² ≥ -n |ψ|²
    have hD : -(‖m‖ * spinorDensity ψ) ≤ D := by
      by_contra hc
      have hc' : 0 < -D - ‖m‖ * spinorDensity ψ := by linarith [not_le.mp hc]
      nlinarith [mul_pos hc' hc', mul_nonneg hP hc'.le]
    linarith

/-- Every Hermitian 2×2 matrix equals `(n 1 + m · σ)/2` with `n = Re tr ρ` and
`m_k = Re tr (ρ σ_k)`. -/
theorem spinDensity_charge_magnetization (ρ : Matrix (Fin 2) (Fin 2) ℂ) (h : ρ.IsHermitian) :
    spinDensity (charge ρ) (magnetization ρ) = ρ := by
  -- Hermiticity: real diagonal, conjugate off-diagonal entries
  have h00 : -(ρ 0 0).im = (ρ 0 0).im := congrArg Complex.im (h.apply 0 0)
  have h11 : -(ρ 1 1).im = (ρ 1 1).im := congrArg Complex.im (h.apply 1 1)
  have hre : (ρ 1 0).re = (ρ 0 1).re := by
    have hstar := congrArg Complex.re (h.apply 0 1)
    exact hstar
  have him : -(ρ 1 0).im = (ρ 0 1).im := congrArg Complex.im (h.apply 0 1)
  rw [spinDensity_eq]
  refine Matrix.ext fun i j => ?_
  fin_cases i <;> fin_cases j <;> apply Complex.ext <;>
    simp [charge, magnetization, pauli, Matrix.trace_fin_two, Matrix.mul_apply,
      Fin.sum_univ_two] <;> linarith

/-- A Hermitian 2×2 matrix is positive semidefinite if and only if the length of its
magnetization vector does not exceed its particle density. -/
theorem posSemidef_iff_of_isHermitian (ρ : Matrix (Fin 2) (Fin 2) ℂ) (h : ρ.IsHermitian) :
    ρ.PosSemidef ↔ ‖magnetization ρ‖ ≤ charge ρ := by
  rw [← posSemidef_spinDensity_iff, spinDensity_charge_magnetization ρ h]

end

end LocalSpinDensity
```

```lean
#print axioms LocalSpinDensity.trace_spinDensity_mul_pauli
#print axioms LocalSpinDensity.posSemidef_spinDensity_iff
#print axioms LocalSpinDensity.posSemidef_iff_of_isHermitian
```

```
'LocalSpinDensity.trace_spinDensity_mul_pauli' depends on axioms: [propext, Classical.choice, Quot.sound]
'LocalSpinDensity.posSemidef_spinDensity_iff' depends on axioms: [propext, Classical.choice, Quot.sound]
'LocalSpinDensity.posSemidef_iff_of_isHermitian' depends on axioms: [propext, Classical.choice, Quot.sound]
```

### Remarks on the proof

`spinDensity_eq` is the explicit matrix above, and the later computations that need the entries of $\rho$ (Hermiticity, traces, determinant, expectation value, reconstruction) obtain them from it. `norm_sq_eq_sum` turns `‖m‖ ^ 2` into $\sum_k m_k^2$. Hermiticity is checked on the four entries, with real and imaginary parts compared separately.

The traces for $x$ and $z$ close by `ring`. The $y$ trace and the determinant need $i^2=-1$, which `ring` does not use, so it is supplied as `Complex.I_mul_I` through `linear_combination`. The coefficients are those of the hand calculation. For the trace, the left side is $-i^2m_y$ and the difference of the two sides is $-m_y(i^2+1)$. For the determinant, the difference is $\tfrac14m_y^2(i^2+1)$.

`quadForm_fin_two` expands $\psi^\dagger A\psi$ into its four terms. With it, `sum_spinVector_sq` ($|\mathbf s|^2=N^2$) and `expectation_spinDensity` become polynomial identities in the real and imaginary parts of $\psi_0$ and $\psi_1$. The second is an equation between complex numbers whose right side is a real number, so it also states that $\psi^\dagger\rho\psi$ has no imaginary part.

In `posSemidef_spinDensity_iff` the forward direction takes `h.trace_nonneg` and `h.det_nonneg` from Mathlib in place of the eigenvalue argument, and `Complex.zero_le_real` brings them down to the real inequalities `hn` and `hd'`. The two hints given to `nlinarith` are $\delta^2>0$ and $n\delta\ge0$, the terms of $\delta^2+2n\delta$. In the backward direction `cs` is Cauchy–Schwarz in squared form, rewritten to $(\mathbf m\cdot\mathbf s)^2\le|\mathbf m|^2N^2$. The dot product is renamed `D`, and `hD` takes the square root by contradiction: with $P=|\mathbf m|N\ge0$ and $\epsilon=-D-P>0$ one would have $D^2=P^2+2P\epsilon+\epsilon^2>P^2$. Together with `hle`, which is $|\mathbf m|N\le nN$, this gives $nN+D\ge0$.

`spinDensity_charge_magnetization` extracts four real relations from Hermiticity. `h00` and `h11` say that the diagonal entries have vanishing imaginary part, and `hre` and `him` say that $\rho_{10}=\rho_{01}^*$. The eight real equations for the entries are then linear in these. The last theorem substitutes the reconstruction into the criterion.

### Remarks on scope

The result gives a test at a single point: four stored numbers $(n,\mathbf m)$ at a grid point form a positive semidefinite $2\times2$ matrix exactly when $|\mathbf m|\le n$, and nothing is said about how the values at different points fit together or whether the fields come from a many-electron state. That the matrix of the question is positive semidefinite for $f_i\ge0$ is the physical motivation and is not derived in the file, which contains no orbitals. With $n=1$ the same statement describes a spin-½ density matrix, and the allowed $\mathbf m$ fill the closed unit ball.

A nonnegative determinant alone is not sufficient. For $n=-1$, $\mathbf m=0$ one has $\det\rho=\tfrac14$ while $\rho=-\tfrac12\mathbb 1$ is negative definite, which is why the forward direction uses the trace as well.

Hermiticity cannot be dropped from the last two theorems. The matrix $\begin{pmatrix}1&1\\-1&1\end{pmatrix}$ has charge $2$, and its traces against the Pauli matrices are $0$, $2i$ and $0$, so its `magnetization` is zero and the inequality holds. The reconstruction returns $\mathbb 1$, a different matrix, and the original is not positive semidefinite because it is not Hermitian.

The eigenvalues of $\rho$ are $(n\pm|\mathbf m|)/2$, the up and down densities along the local magnetization axis, and the criterion says that the smaller one is nonnegative. The file neither states nor uses this diagonalisation.
